# When parity weighting preserves antisymmetry, the Pfaffian gains one parity per Kramers pair

In a band calculation for an insulator with inversion and time-reversal symmetry, the $\mathbb Z_2$ index can be obtained from a table of parities. At each time-reversal-invariant momentum one lists the parity eigenvalues of the occupied bands, keeps one from each Kramers pair, and multiplies. Keeping one parity per pair, and not all of them, rests on an identity between two Pfaffians, which is proved below for finite matrices at a fixed momentum in the setting of non-interacting bands.

Let $\Theta$ be time reversal for spin-½ electrons, with $\Theta^2=-1$, and let $P$ be inversion, with $P^2=1$ and $P\Theta=\Theta P$. At an invariant momentum the occupied states $|u_i\rangle$ can be chosen as orthonormal parity eigenstates, $P|u_i\rangle=\xi_i|u_i\rangle$. Define

$$w_{ij}=\langle u_i|\Theta|u_j\rangle,\qquad v_{ij}=\langle u_i|P\Theta|u_j\rangle .$$

Inserting $P^2=1$ and letting one $P$ act to the left gives $w_{ij}=\xi_i v_{ij}$. Both $\Theta$ and $P\Theta$ are antiunitary and square to $-1$, so both matrices are antisymmetric: for such an operator $T$, $\langle a|Tb\rangle=\langle T^2b|Ta\rangle=-\langle b|Ta\rangle$. The formal development starts from these matrix properties as hypotheses; the Hilbert space and the operators do not appear in it.

```lean
import Mathlib

open Matrix

namespace FuKaneParity

noncomputable section
```

## Bands, Pfaffian and parity weights

Let there be $N$ Kramers pairs. A band index is $i=(m,r)$, where $m=0,\dots,N-1$ labels the pair and $r\in\{0,1\}$ the partner. Relative to a numbering of the bands from 1 to $2N$, $(m,0)$ and $(m,1)$ are the bands $2m+1$ and $2m+2$.

```lean
/-- Band indices of `N` Kramers pairs: `(m, 0)` and `(m, 1)` are the two partners of pair `m`. -/
abbrev Band (N : ℕ) := Fin N × Fin 2
```

For a complex matrix $A$ on these indices, the Pfaffian is

$$\operatorname{Pf}A=\frac{1}{2^N N!}\sum_{\sigma}\operatorname{sgn}(\sigma)\prod_{m}A_{\sigma(m,0),\,\sigma(m,1)},$$

where $\sigma$ runs over all permutations of the $2N$ band indices. For antisymmetric $A$, exchanging the two members of a pair or reordering the pairs leaves a term unchanged, and the denominator compensates for this repetition. In Lean, `Equiv.Perm (Band N)` is the set of these permutations. The definition accepts any matrix, and antisymmetry enters later as a hypothesis.

```lean
/-- The Pfaffian of a `2N × 2N` complex matrix: the signed sum over all permutations of the
band indices, divided by `2^N N!`. -/
def pfaffian {N : ℕ} (A : Matrix (Band N) (Band N) ℂ) : ℂ :=
  (∑ σ : Equiv.Perm (Band N), ((Equiv.Perm.sign σ : ℤ) : ℂ) *
    ∏ m : Fin N, A (σ (m, 0)) (σ (m, 1))) / (2 ^ N * (N.factorial : ℂ))
```

The relation $w_{ij}=\xi_i v_{ij}$ becomes a definition of $w$ in terms of $\xi$ and $v$. The weights are complex numbers here; the restriction to $\pm1$ is added only where it is used.

```lean
/-- The matrix `w` with entries `w_ij = ξ_i v_ij`. -/
def parityWeighted {N : ℕ} (ξ : Band N → ℂ) (v : Matrix (Band N) (Band N) ℂ) :
    Matrix (Band N) (Band N) ℂ :=
  Matrix.of fun i j => ξ i * v i j
```

## Rescaling rows and columns

Multiply row $i$ and column $i$ of $A$ by the same number $d_i$, for every $i$. The term of the Pfaffian belonging to $\sigma$ then acquires the factor

$$\prod_m d_{\sigma(m,0)}\,d_{\sigma(m,1)}=\prod_i d_i ,$$

because a permutation meets each band index exactly once. The factor is the same for all $\sigma$ and comes out of the sum:

$$\operatorname{Pf}(d_iA_{ij}d_j)=\Big(\prod_i d_i\Big)\operatorname{Pf}A .$$

In the proof, `Finset.sum_congr` reduces the claim to a single permutation. The auxiliary equation `h` is the displayed product: `Equiv.prod_comp` relabels the indices by $\sigma$, and `Fintype.prod_prod_type` groups them into pairs. The remaining comparison, one pair at a time, is closed by `ring`.

```lean
/-- Multiplying row `i` and column `i` by `d_i` for every `i`, `A_ij → d_i A_ij d_j`, multiplies the
Pfaffian by the product of all the factors `d_i`. -/
theorem pfaffian_rescale {N : ℕ} (d : Band N → ℂ) (A : Matrix (Band N) (Band N) ℂ) :
    pfaffian (Matrix.of fun i j => d i * A i j * d j) = (∏ i, d i) * pfaffian A := by
  unfold pfaffian
  rw [← mul_div_assoc, Finset.mul_sum]
  congr 1
  refine Finset.sum_congr rfl fun σ _ => ?_
  -- each permutation meets every band index exactly once
  have h : (∏ i, d i) = ∏ m : Fin N, (d (σ (m, 0)) * d (σ (m, 1))) := by
    rw [← Equiv.prod_comp σ d, Fintype.prod_prod_type]
    simp [Fin.prod_univ_two]
  rw [h, mul_left_comm, ← Finset.prod_mul_distrib]
  congr 1
  refine Finset.prod_congr rfl fun m _ => ?_
  simp only [Matrix.of_apply]
  ring
```

## Only bands of equal parity are coupled

The matrix $w$ carries its weight on the left index only, so it does not yet have the form of a rescaling. The two antisymmetry conditions supply what is missing. They read

$$v_{ji}=-v_{ij},\qquad \xi_jv_{ji}=-\xi_iv_{ij}.$$

Inserting the first into the second gives $(\xi_i-\xi_j)v_{ij}=0$. Hence $v_{ij}\neq0$ implies $\xi_i=\xi_j$. Physically, $P\Theta$ commutes with $P$ and has no matrix elements between states of opposite parity.

The hypotheses `hv` and `hw` express antisymmetry through the plain transpose, without complex conjugation. Their entries at $(i,j)$ are `h1` and `h2`; `linear_combination` performs the substitution, and `mul_right_cancel₀` divides by the nonzero $v_{ij}$.

```lean
/-- Selection rule: if `v` and `w_ij = ξ_i v_ij` are both antisymmetric, then `v` couples only
bands with equal `ξ`. -/
theorem parity_selection {N : ℕ} {ξ : Band N → ℂ} {v : Matrix (Band N) (Band N) ℂ}
    (hv : vᵀ = -v) (hw : (parityWeighted ξ v)ᵀ = -parityWeighted ξ v)
    {i j : Band N} (hij : v i j ≠ 0) : ξ i = ξ j := by
  have h1 : v j i = -v i j := congrFun (congrFun hv i) j
  have h2 : ξ j * v j i = -(ξ i * v i j) := congrFun (congrFun hw i) j
  apply mul_right_cancel₀ hij
  linear_combination h2 - ξ j * h1
```

## One parity from each Kramers pair

Choose for every complex number $z$ one square root $s(z)$, so that $s(z)^2=z$. If $v_{ij}\ne0$, then $\xi_i=\xi_j$, and both indices receive the same root:

$$w_{ij}=\xi_i v_{ij}=s(\xi_i)^2v_{ij}=s(\xi_i)\,v_{ij}\,s(\xi_j).$$

If $v_{ij}=0$, both ends of this chain vanish. Thus $w$ is a rescaling of $v$ with $d_i=s(\xi_i)$, and

$$\operatorname{Pf}w=\operatorname{Pf}v\prod_i s(\xi_i).$$

Kramers partners $|u\rangle$ and $\Theta|u\rangle$ have the same parity, because $P$ commutes with $\Theta$ and parities are real. For the matrices this becomes the assumption $\xi_{(m,0)}=\xi_{(m,1)}$. The two roots in a pair are then equal too and multiply to one weight:

$$\prod_i s(\xi_i)=\prod_m s(\xi_{(m,1)})^2=\prod_m\xi_{(m,1)} .$$

The result is

$$\operatorname{Pf}w=\operatorname{Pf}v\prod_m\xi_{(m,1)} .$$

For an odd pair the root is $i$ or $-i$ (here the imaginary unit), and either choice, made for both partners, gives $-1$.

The theorem below states this for every $N$, every complex matrix $v$ and all complex weights, under three hypotheses: `hv` and `hw` for the antisymmetry of $v$ and $w$, and `hK` for the equality of weights within a pair. It requires neither that $v$ be unitary nor that it be invertible.

The condition `hK` ties the labelling of the bands to their parities, and without any such tie the formula can fail. For $N=2$, let $v$ couple only $(0,0)$ to $(1,0)$ and $(0,1)$ to $(1,1)$, with unit strength, and let the weight be $+1$ on $(0,0)$ and $(1,0)$ and $-1$ on $(0,1)$ and $(1,1)$. Both matrices are antisymmetric and $\operatorname{Pf}w=-\operatorname{Pf}v\neq0$, whereas the product of the $\xi_{(m,1)}$ is $+1$.

In the proof, `choose` fixes the function $s$, whose existence follows from the algebraic closure of $\mathbb C$. The equation `hmat` writes $w$ as a rescaling, with the cases $v_{ij}=0$ and $v_{ij}\neq0$ treated separately, and `hprod` combines the roots within each pair. The last line applies the rescaling theorem.

```lean
/-- Let `v` and `w_ij = ξ_i v_ij` be antisymmetric, with `ξ` equal on Kramers partners. Then
`Pf w` is `Pf v` times the product of `ξ` taken once per Kramers pair. -/
theorem pfaffian_parityWeighted {N : ℕ} {ξ : Band N → ℂ} {v : Matrix (Band N) (Band N) ℂ}
    (hv : vᵀ = -v) (hw : (parityWeighted ξ v)ᵀ = -parityWeighted ξ v)
    (hK : ∀ m, ξ (m, 0) = ξ (m, 1)) :
    pfaffian (parityWeighted ξ v) = pfaffian v * ∏ m, ξ (m, 1) := by
  -- one fixed square root for each complex number
  choose s hs using fun z : ℂ => IsAlgClosed.exists_pow_nat_eq z (by norm_num : 0 < 2)
  -- by the selection rule, `w` is a rescaling of `v`
  have hmat : parityWeighted ξ v = Matrix.of fun i j => s (ξ i) * v i j * s (ξ j) := by
    ext i j
    by_cases h : v i j = 0
    · simp [parityWeighted, h]
    · have e := parity_selection hv hw h
      simp only [parityWeighted, Matrix.of_apply]
      rw [← e]
      linear_combination (-(v i j)) * hs (ξ i)
  -- the two square roots in a Kramers pair combine to one factor
  have hprod : (∏ i, s (ξ i)) = ∏ m, ξ (m, 1) := by
    rw [Fintype.prod_prod_type]
    refine Finset.prod_congr rfl fun m _ => ?_
    rw [Fin.prod_univ_two, hK m, ← sq, hs]
  rw [hmat, pfaffian_rescale (fun i => s (ξ i)) v, hprod, mul_comm]
```

## Counting the odd pairs

When each $\xi_i$ is $+1$ or $-1$, an even pair contributes $1$ and an odd pair $-1$. Therefore

$$\operatorname{Pf}w=(-1)^{n_{\rm odd}}\operatorname{Pf}v,$$

where $n_{\rm odd}$ is the number of $m$ with $\xi_{(m,1)}=-1$. In Lean this number is the cardinality of a filtered set of pairs, and the added hypothesis `hξ` restricts the weights to parities. The proof starts from the product formula and replaces each factor by a case distinction on its sign.

```lean
/-- For parities `ξ = ±1` equal on Kramers partners, and `v` and `w_ij = ξ_i v_ij` both
antisymmetric, `Pf w` is `Pf v` times `-1` to the number of odd-parity Kramers pairs. -/
theorem pfaffian_odd_pairs {N : ℕ} {ξ : Band N → ℂ} {v : Matrix (Band N) (Band N) ℂ}
    (hv : vᵀ = -v) (hw : (parityWeighted ξ v)ᵀ = -parityWeighted ξ v)
    (hK : ∀ m, ξ (m, 0) = ξ (m, 1)) (hξ : ∀ i, ξ i = 1 ∨ ξ i = -1) :
    pfaffian (parityWeighted ξ v) =
      pfaffian v * (-1) ^ (Finset.univ.filter fun m : Fin N => ξ (m, 1) = -1).card := by
  rw [pfaffian_parityWeighted hv hw hK]
  congr 1
  have h : (∏ m, ξ (m, 1)) = ∏ m : Fin N, (if ξ (m, 1) = -1 then (-1 : ℂ) else 1) := by
    refine Finset.prod_congr rfl fun m _ => ?_
    rcases hξ (m, 1) with h | h <;> rw [h] <;> norm_num
  rw [h]
  simp [Finset.prod_ite]
```

The determinant does not carry this sign. Multiplying row $i$ by $\xi_i$ multiplies the determinant by the product over all bands, in which each pair appears twice:

$$\det w=\Big(\prod_i\xi_i\Big)\det v=\Big(\prod_m\xi_{(m,1)}^2\Big)\det v=\det v .$$

A calculation that keeps only $\det w$ has therefore lost the information on whether the number of odd pairs is even or odd. Antisymmetry plays no part in this argument, and the theorem does not assume it. In the proof, `h` shows that the product of all parities is $1$, and `Matrix.det_mul_column` extracts that product from the determinant.

```lean
/-- For parities `ξ = ±1` equal on Kramers partners, `w_ij = ξ_i v_ij` has the same determinant
as `v`. -/
theorem det_parityWeighted {N : ℕ} {ξ : Band N → ℂ} (v : Matrix (Band N) (Band N) ℂ)
    (hK : ∀ m, ξ (m, 0) = ξ (m, 1)) (hξ : ∀ i, ξ i = 1 ∨ ξ i = -1) :
    (parityWeighted ξ v).det = v.det := by
  have h : (∏ i, ξ i) = 1 := by
    rw [Fintype.prod_prod_type]
    refine Finset.prod_eq_one fun m _ => ?_
    rw [Fin.prod_univ_two, hK m]
    rcases hξ (m, 1) with h | h <;> rw [h] <;> norm_num
  unfold parityWeighted
  rw [Matrix.det_mul_column, h, one_mul]
```

## The product over invariant momenta

Let $a$ label the invariant momenta, four in a two-dimensional crystal and eight in a three-dimensional one. At each of them there are matrices $v_a$ and $w_a$ and weights $\xi_{a,i}$. Suppose that the phases of the Bloch states are chosen such that $\operatorname{Pf}v_a=1$. Applying the pair formula at each momentum and multiplying gives

$$\prod_a\operatorname{Pf}w_a=\prod_a\prod_m\xi_{a,(m,1)} .$$

The condition on $\operatorname{Pf}v_a$, called `hgauge`, stands for a choice of gauge. For a complete set of occupied Kramers pairs $v_a$ is unitary and its Pfaffian is a phase; changing the phase of one band state rescales $v_a$ and can bring that phase to $1$. The Lean theorem takes the condition as given, lets $a$ run over any finite type `ι`, and uses the same number of pairs $N$ at every momentum.

The right-hand side is the Fu-Kane product of parities. The usual argument identifying it with $(-1)^\nu$, where $\nu$ is the $\mathbb Z_2$ index (in three dimensions, the strong one), also uses a smooth gauge over the Brillouin zone and a continuous branch of $\sqrt{\det w}$ between the invariant momenta; the theorem supplies the algebra at the invariant momenta alone.

```lean
/-- Fu-Kane product over a finite set of invariant momenta `a`: let `v_a` and `w_a`, with entries
`ξ_{a,i} v_{a,ij}`, be antisymmetric, `ξ_a` equal on Kramers partners, and the gauge such that
`Pf v_a = 1`. Then the product of all `Pf w_a` is the product of `ξ_a` over momenta and pairs. -/
theorem fu_kane_product {ι : Type*} [Fintype ι] {N : ℕ} {ξ : ι → Band N → ℂ}
    {v : ι → Matrix (Band N) (Band N) ℂ} (hv : ∀ a, (v a)ᵀ = -v a)
    (hw : ∀ a, (parityWeighted (ξ a) (v a))ᵀ = -parityWeighted (ξ a) (v a))
    (hK : ∀ a m, ξ a (m, 0) = ξ a (m, 1)) (hgauge : ∀ a, pfaffian (v a) = 1) :
    ∏ a, pfaffian (parityWeighted (ξ a) (v a)) = ∏ a, ∏ m, ξ a (m, 1) := by
  refine Finset.prod_congr rfl fun a _ => ?_
  rw [pfaffian_parityWeighted (hv a) (hw a) (hK a), hgauge a, one_mul]
```

## An even and an odd pair

A case with $N=2$ shows the sign explicitly. In the order $(0,0),(0,1),(1,0),(1,1)$, take

$$v=\begin{pmatrix}0&1&0&0\\-1&0&0&0\\0&0&0&1\\0&0&-1&0\end{pmatrix}.$$

The entries are first defined as integers. Within a pair, the entry is the partner label of the column minus that of the row.

```lean
/-- Integer entries of the block matrix for two Kramers pairs, with `1` and `-1` between the
partners of each pair and `0` elsewhere. -/
def pairForm (i j : Band 2) : ℤ :=
  if i.1 = j.1 then ((j.2 : ℕ) : ℤ) - ((i.2 : ℕ) : ℤ) else 0
```

The first pair is even and the second odd, so the parities in the same order are $(1,1,-1,-1)$. Weighting the rows reverses the sign of the second block and leaves the first unchanged.

```lean
/-- Parities of two Kramers pairs, the first even and the second odd. -/
def pairParity (i : Band 2) : ℤ := if i.1 = 0 then 1 else -1
```

Of the 24 permutations, only those that map pairs to pairs contribute to $\operatorname{Pf}v$. There are $2!\cdot2^2=8$ of them. Exchanging the two pairs is an even permutation, and exchanging partners changes the sign of both the permutation and the matrix entry, so each term equals $+1$. Hence

$$\operatorname{Pf}v=\frac{8}{2^2\,2!}=1,\qquad \operatorname{Pf}w=1\cdot(1)(-1)=-1 .$$

The theorem states these two values together with both antisymmetry conditions and the Kramers condition, so the hypotheses of the pair formula are satisfied in a case where the sign changes. The integer identities are settled by `decide`, including the signed sum `hsum` with value 8, and are then transferred to the complex numbers by `exact_mod_cast`. The value of $\operatorname{Pf}w$ follows from `pfaffian_parityWeighted`, without a second sum over permutations.

```lean
/-- The block matrix `pairForm` and the parities `pairParity` satisfy the antisymmetry and Kramers
conditions. For `v = pairForm` and `w_ij = pairParity_i v_ij`, `Pf v = 1` and `Pf w = -1`. -/
theorem pfaffian_parityWeighted_witness :
    let v : Matrix (Band 2) (Band 2) ℂ := Matrix.of fun i j => (pairForm i j : ℂ)
    let ξ : Band 2 → ℂ := fun i => (pairParity i : ℂ)
    vᵀ = -v ∧ (parityWeighted ξ v)ᵀ = -parityWeighted ξ v ∧
      (∀ m, ξ (m, 0) = ξ (m, 1)) ∧ pfaffian v = 1 ∧ pfaffian (parityWeighted ξ v) = -1 := by
  intro v ξ
  have av : ∀ i j, pairForm j i = -pairForm i j := by decide
  have aw : ∀ i j, pairParity j * pairForm j i = -(pairParity i * pairForm i j) := by decide
  have hv : vᵀ = -v := by
    ext i j
    change (pairForm j i : ℂ) = -(pairForm i j : ℂ)
    exact_mod_cast av i j
  have hw : (parityWeighted ξ v)ᵀ = -parityWeighted ξ v := by
    ext i j
    change (pairParity j : ℂ) * (pairForm j i : ℂ) = -((pairParity i : ℂ) * (pairForm i j : ℂ))
    exact_mod_cast aw i j
  have hK : ∀ m, ξ (m, 0) = ξ (m, 1) := fun m => rfl
  -- the signed sum over the 24 permutations, evaluated in the integers
  have hsum : ∑ σ : Equiv.Perm (Band 2), (Equiv.Perm.sign σ : ℤ) *
      ∏ m : Fin 2, pairForm (σ (m, 0)) (σ (m, 1)) = 8 := by decide +kernel
  have hsumC : ∑ σ : Equiv.Perm (Band 2), ((Equiv.Perm.sign σ : ℤ) : ℂ) *
      ∏ m : Fin 2, (pairForm (σ (m, 0)) (σ (m, 1)) : ℂ) = 8 := by exact_mod_cast hsum
  have hpf : pfaffian v = 1 := by
    change (∑ σ : Equiv.Perm (Band 2), ((Equiv.Perm.sign σ : ℤ) : ℂ) *
      ∏ m : Fin 2, (pairForm (σ (m, 0)) (σ (m, 1)) : ℂ)) / (2 ^ 2 * (Nat.factorial 2 : ℂ)) = 1
    rw [hsumC]
    norm_num [Nat.factorial]
  refine ⟨hv, hw, hK, hpf, ?_⟩
  rw [pfaffian_parityWeighted hv hw hK, hpf]
  simp [ξ, pairParity, Fin.prod_univ_two]

end

end FuKaneParity
```

```lean
#print axioms FuKaneParity.pfaffian_parityWeighted
-- 'FuKaneParity.pfaffian_parityWeighted' depends on axioms: [propext, Classical.choice, Quot.sound]
#print axioms FuKaneParity.pfaffian_odd_pairs
-- 'FuKaneParity.pfaffian_odd_pairs' depends on axioms: [propext, Classical.choice, Quot.sound]
#print axioms FuKaneParity.det_parityWeighted
-- 'FuKaneParity.det_parityWeighted' depends on axioms: [propext, Classical.choice, Quot.sound]
#print axioms FuKaneParity.fu_kane_product
-- 'FuKaneParity.fu_kane_product' depends on axioms: [propext, Classical.choice, Quot.sound]
```
